# The sum of the scattering path operator obeys $T = V + VGT$

## Question

Take finitely many sites $n$ with potentials $V_n$ and a free propagator $G$, all operators that need not commute. The single-site t-matrix is $t_n = (1 - V_n G)^{-1} V_n$. The scattering path operator is a family $\tau_{nm}$, where $m$ is the site of the first scattering and $n$ the site of the last, obeying
$$\tau_{nm} = \delta_{nm}\, t_n + t_n G \sum_{k \ne n} \tau_{km}.$$
Put $V = \sum_n V_n$ and $T = \sum_{n,m} \tau_{nm}$. The claim is that $T$ satisfies the Lippmann–Schwinger equation of the total potential, $T = V + VGT$. How does this follow from the algebra alone, and how is it stated and proved in Lean 4 with Mathlib?

## Answer

### The model in Lean

The operators are elements of an arbitrary ring `R`, so only addition, subtraction, multiplication and a unit element are used, and the order of factors is kept. The sites form a finite type `ι`. In the code `V` is the family $n \mapsto V_n$, and the total potential is written `∑ n, V n`. `tMatrix G V` is $(1 - VG)^{-1}V$ for a single element. `IsPathOperator G V τ` is the equation above for all $n, m$, with $\delta_{nm} t_n$ written as an `if n = m` and the sum over $k \ne n$ as a sum over `univ.erase n`. `totalT τ` is $T$.

The hypothesis `h : ∀ n, IsUnit (1 - V n * G)` says that each $1 - V_n G$ has a two-sided inverse. It is assumed, not derived. With it, `totalT_lippmann_schwinger` reads: for every $\tau$ that solves the path equation, $T = V + VGT$. Existence of such a $\tau$ is not part of that statement; it comes with the further hypothesis `hV`, that $1 - VG$ is invertible.

The element $G$ stands for $(E - H_0)^{-1}$, with $H_0$ the free Hamiltonian and $E$ one fixed energy, but the file contains neither $H_0$ nor $E$, no boundary condition and no convergence of a series. In KKR electronic-structure theory the identity is the step that connects site-by-site scattering to scattering off the whole potential, here for one particle in a fixed potential, at one energy, with finitely many sites.

### Derivation by hand

Step 1. Let $A, x, w$ be ring elements with $1 - A$ invertible and $u = (1-A)^{-1}$. Then $x = uw$ if and only if $x = w + Ax$. If $x = uw$, then $x = (1-A)uw + Auw = w + Ax$. If $x = w + Ax$, then $x - Ax = w$ and $x = u(1-A)x = u(x - Ax) = uw$.

Step 2. Since $t_n = (1 - V_nG)^{-1}V_n$, the inverse factors out of the path equation on the left:
$$\tau_{nm} = (1 - V_nG)^{-1}\Big(\delta_{nm}V_n + V_nG\sum_{k\neq n}\tau_{km}\Big).$$
Step 1 with $A = V_nG$ and $x = \tau_{nm}$ makes this equivalent to
$$\tau_{nm} = \delta_{nm}V_n + V_nG\sum_{k\ne n}\tau_{km} + V_nG\,\tau_{nm} = \delta_{nm}V_n + V_nG\sum_{k}\tau_{km}.$$
The extra term is the missing $k = n$ contribution, so the potentials are now bare and the sum unrestricted.

Step 3. Let $T_n = \sum_m \tau_{nm}$. Summing step 2 over $m$, with $\sum_m \delta_{nm}V_n = V_n$ and $\sum_m\sum_k \tau_{km} = T$, gives $T_n = V_n + V_nGT$. Summing over $n$,
$$T = \sum_n V_n + \Big(\sum_n V_n\Big) GT = V + VGT.$$

Step 4. Let $\mathcal G = G + GTG$. Inserting step 3, $\mathcal G = G + G(V + VGT)G = G + GV(G + GTG) = G + GV\mathcal G$, the Dyson equation.

Step 5. Suppose also that $U = (1 - VG)^{-1}$ exists. Step 1 with $A = VG$ turns step 3 into $T = UV$, the t-matrix of $V$. For the column sum $S_m = \sum_n\tau_{nm}$, summing step 2 over $n$ gives $S_m = V_m + VGS_m$, hence $S_m = UV_m$, and step 2 then yields
$$\tau_{nm} = \delta_{nm}V_n + V_nGUV_m .$$
Conversely, the column sum of this expression is $V_m + VGUV_m$, which equals $UV_m$ by step 1, so the expression satisfies step 2. The path equation has exactly this one solution.

### The file

```lean
import Mathlib

open Finset

namespace ScatteringPathSum

noncomputable section

variable {R : Type*} [Ring R] {ι : Type*} [Fintype ι] [DecidableEq ι]

/-- The t-matrix `(1 - V G)⁻¹ V` of a potential `V` with free propagator `G`. -/
def tMatrix (G V : R) : R := Ring.inverse (1 - V * G) * V

/-- The equation of motion of the scattering path operator:
`τ_nm = δ_nm t_n + t_n G ∑_{k ≠ n} τ_km`, with `t_n` the t-matrix of the site potential `V_n`. -/
def IsPathOperator (G : R) (V : ι → R) (τ : ι → ι → R) : Prop :=
  ∀ n m, τ n m = (if n = m then tMatrix G (V n) else 0)
    + tMatrix G (V n) * G * ∑ k ∈ univ.erase n, τ k m

/-- The total scattering operator `T = ∑_{n,m} τ_nm`. -/
def totalT (τ : ι → ι → R) : R := ∑ n, ∑ m, τ n m

/-- The closed expression `δ_nm V_n + V_n G (1 - V G)⁻¹ V_m` with `V = ∑_k V_k`. -/
def closedPath (G : R) (V : ι → R) (n m : ι) : R :=
  (if n = m then V n else 0) + V n * G * (Ring.inverse (1 - (∑ k, V k) * G) * V m)

/-- If `1 - A` is invertible, then `x = (1 - A)⁻¹ w` exactly when `x = w + A x`. -/
theorem solve_iff {A x w : R} (h : IsUnit (1 - A)) :
    x = Ring.inverse (1 - A) * w ↔ x = w + A * x := by
  have h1 := Ring.mul_inverse_cancel _ h
  have h2 := Ring.inverse_mul_cancel _ h
  generalize Ring.inverse (1 - A) = u at h1 h2 ⊢
  constructor
  · rintro rfl
    calc u * w = ((1 - A) * u) * w + A * (u * w) := by noncomm_ring
      _ = w + A * (u * w) := by rw [h1, one_mul]
  · intro hx
    have hw : x - A * x = w := sub_eq_of_eq_add hx
    calc x = (u * (1 - A)) * x := by rw [h2, one_mul]
      _ = u * (x - A * x) := by noncomm_ring
      _ = u * w := by rw [hw]

/-- If every `1 - V_n G` is invertible, the path equation is equivalent to
`τ_nm = δ_nm V_n + V_n G ∑_k τ_km`, with bare potentials and an unrestricted sum. -/
theorem isPathOperator_iff {G : R} {V : ι → R} {τ : ι → ι → R}
    (h : ∀ n, IsUnit (1 - V n * G)) :
    IsPathOperator G V τ ↔
      ∀ n m, τ n m = (if n = m then V n else 0) + V n * G * ∑ k, τ k m := by
  unfold IsPathOperator
  refine forall₂_congr fun n m => ?_
  -- pull the single-site resolvent out to the left
  have e1 : (if n = m then tMatrix G (V n) else 0)
        + tMatrix G (V n) * G * ∑ k ∈ univ.erase n, τ k m
      = Ring.inverse (1 - V n * G) *
        ((if n = m then V n else 0) + V n * G * ∑ k ∈ univ.erase n, τ k m) := by
    split_ifs <;> simp only [tMatrix, mul_add, mul_assoc, mul_zero]
  -- the term `V_n G τ_nm` supplies the missing `k = n` contribution
  have e2 : ∑ k, τ k m = τ n m + ∑ k ∈ univ.erase n, τ k m :=
    (Finset.add_sum_erase univ (fun k => τ k m) (mem_univ n)).symm
  rw [e1, solve_iff (h n), e2, mul_add, add_assoc, add_comm (V n * G * τ n m)]

/-- If every `1 - V_n G` is invertible, then for a path operator the column sum `S_m = ∑_n τ_nm` satisfies `S_m = V_m + V G S_m`
with `V = ∑_k V_k`. -/
theorem column_sum {G : R} {V : ι → R} {τ : ι → ι → R}
    (h : ∀ n, IsUnit (1 - V n * G)) (hτ : IsPathOperator G V τ) (m : ι) :
    ∑ n, τ n m = V m + (∑ k, V k) * G * ∑ n, τ n m := by
  have H := (isPathOperator_iff h).1 hτ
  calc ∑ n, τ n m = ∑ n, ((if n = m then V n else 0) + V n * G * ∑ k, τ k m) :=
        Finset.sum_congr rfl fun n _ => H n m
    _ = V m + (∑ k, V k) * G * ∑ n, τ n m := by
        simp only [Finset.sum_add_distrib, Finset.sum_ite_eq', mem_univ, if_true,
          Finset.sum_mul]

/-- If every `1 - V_n G` is invertible, then for a path operator the row sum `T_n = ∑_m τ_nm` satisfies `T_n = V_n + V_n G T`. -/
theorem row_sum {G : R} {V : ι → R} {τ : ι → ι → R}
    (h : ∀ n, IsUnit (1 - V n * G)) (hτ : IsPathOperator G V τ) (n : ι) :
    ∑ m, τ n m = V n + V n * G * totalT τ := by
  have H := (isPathOperator_iff h).1 hτ
  have hc : totalT τ = ∑ m, ∑ k, τ k m := by
    unfold totalT
    exact Finset.sum_comm
  calc ∑ m, τ n m = ∑ m, ((if n = m then V n else 0) + V n * G * ∑ k, τ k m) :=
        Finset.sum_congr rfl fun m _ => H n m
    _ = V n + V n * G * totalT τ := by
        rw [Finset.sum_add_distrib, ← Finset.mul_sum, hc]
        simp only [Finset.sum_ite_eq, mem_univ, if_true]

/-- If every `1 - V_n G` is invertible, the sum `T` of all elements of a scattering path
operator satisfies the Lippmann-Schwinger equation `T = V + V G T` with `V = ∑_n V_n`. -/
theorem totalT_lippmann_schwinger {G : R} {V : ι → R} {τ : ι → ι → R}
    (h : ∀ n, IsUnit (1 - V n * G)) (hτ : IsPathOperator G V τ) :
    totalT τ = (∑ n, V n) + (∑ n, V n) * G * totalT τ := by
  -- add the row equations over all sites
  calc totalT τ = ∑ n, (V n + V n * G * totalT τ) :=
        Finset.sum_congr rfl fun n _ => row_sum h hτ n
    _ = (∑ n, V n) + (∑ n, V n) * G * totalT τ := by
        simp only [Finset.sum_add_distrib, Finset.sum_mul]

/-- If every `1 - V_n G` is invertible, then for a path operator with total `T` the propagator `𝒢 = G + G T G` satisfies the Dyson
equation `𝒢 = G + G V 𝒢` with `V = ∑_n V_n`. -/
theorem dyson {G : R} {V : ι → R} {τ : ι → ι → R}
    (h : ∀ n, IsUnit (1 - V n * G)) (hτ : IsPathOperator G V τ) :
    G + G * totalT τ * G = G + G * (∑ n, V n) * (G + G * totalT τ * G) := by
  have H := totalT_lippmann_schwinger h hτ
  generalize totalT τ = T at H ⊢
  generalize (∑ n, V n) = W at H ⊢
  calc G + G * T * G = G + G * (W + W * G * T) * G := by rw [← H]
    _ = G + G * W * (G + G * T * G) := by noncomm_ring

/-- If every `1 - V_n G` and also `1 - V G` are invertible, the sum of all path operator elements is the t-matrix
of the total potential `V = ∑_n V_n`. -/
theorem totalT_eq_tMatrix {G : R} {V : ι → R} {τ : ι → ι → R}
    (h : ∀ n, IsUnit (1 - V n * G)) (hV : IsUnit (1 - (∑ n, V n) * G))
    (hτ : IsPathOperator G V τ) :
    totalT τ = tMatrix G (∑ n, V n) :=
  (solve_iff hV).2 (totalT_lippmann_schwinger h hτ)

/-- If every `1 - V_n G` and `1 - V G` are invertible, the path equation holds exactly for
`τ_nm = δ_nm V_n + V_n G (1 - V G)⁻¹ V_m`. -/
theorem isPathOperator_iff_closedPath {G : R} {V : ι → R} {τ : ι → ι → R}
    (h : ∀ n, IsUnit (1 - V n * G)) (hV : IsUnit (1 - (∑ n, V n) * G)) :
    IsPathOperator G V τ ↔ τ = closedPath G V := by
  constructor
  · intro hτ
    funext n m
    -- solve the column equation and insert it
    have hS := (solve_iff hV).2 (column_sum h hτ m)
    rw [(isPathOperator_iff h).1 hτ n m, hS, closedPath]
  · rintro rfl
    rw [isPathOperator_iff h]
    intro n m
    have hS : ∑ k, closedPath G V k m = Ring.inverse (1 - (∑ k, V k) * G) * V m := by
      calc ∑ k, closedPath G V k m
          = V m + (∑ k, V k) * G * (Ring.inverse (1 - (∑ k, V k) * G) * V m) := by
            simp only [closedPath, Finset.sum_add_distrib, Finset.sum_ite_eq', mem_univ,
              if_true, Finset.sum_mul]
        _ = Ring.inverse (1 - (∑ k, V k) * G) * V m := ((solve_iff hV).1 rfl).symm
    rw [hS, closedPath]

/-- Two site potentials on a two-level space, one strictly upper and one strictly lower
triangular. -/
def wV : Fin 2 → Matrix (Fin 2) (Fin 2) ℚ := ![!![0, 1; 0, 0], !![0, 0; 1, 0]]

/-- A diagonal free propagator on a two-level space. -/
def wG : Matrix (Fin 2) (Fin 2) ℚ := !![2, 0; 0, 1]

/-- For `wV` and `wG` all invertibility conditions hold, the two potentials do not commute,
and `closedPath` solves the path equation. -/
theorem pathOperator_witness :
    (∀ n, IsUnit (1 - wV n * wG)) ∧ IsUnit (1 - (∑ n, wV n) * wG) ∧
      wV 0 * wV 1 ≠ wV 1 * wV 0 ∧ IsPathOperator wG wV (closedPath wG wV) := by
  have h : ∀ n, IsUnit (1 - wV n * wG) := by
    intro n
    rw [Matrix.isUnit_iff_isUnit_det, isUnit_iff_ne_zero, Matrix.det_fin_two]
    fin_cases n <;> simp [wV, wG]
  have hV : IsUnit (1 - (∑ n, wV n) * wG) := by
    rw [Matrix.isUnit_iff_isUnit_det, isUnit_iff_ne_zero, Matrix.det_fin_two]
    simp [wV, wG, Fin.sum_univ_two]
    all_goals norm_num
  refine ⟨h, hV, ?_, (isPathOperator_iff_closedPath h hV).2 rfl⟩
  intro hc
  have h00 := congrFun (congrFun hc 0) 0
  simp [wV, Matrix.mul_apply, Fin.sum_univ_two] at h00

end

end ScatteringPathSum
```

```lean
#print axioms ScatteringPathSum.isPathOperator_iff
#print axioms ScatteringPathSum.dyson
#print axioms ScatteringPathSum.totalT_eq_tMatrix
```

```
'ScatteringPathSum.isPathOperator_iff' depends on axioms: [propext, Classical.choice, Quot.sound]
'ScatteringPathSum.dyson' depends on axioms: [propext, Classical.choice, Quot.sound]
'ScatteringPathSum.totalT_eq_tMatrix' depends on axioms: [propext, Classical.choice, Quot.sound]
```

### Remarks

The lemmas follow the steps. `solve_iff` is step 1: `generalize` names the inverse `u`, keeping only `h1` and `h2`, the two cancellation laws, and the two `calc` chains are the two directions. `isPathOperator_iff` is step 2, where `e1` factors out the inverse and `e2` splits off the $k = n$ term. `row_sum` and `totalT_lippmann_schwinger` are step 3, with `Finset.sum_comm` exchanging the sums over $k$ and $m$. `dyson` is step 4; it proves the equation for $G + GTG$ and does not identify that element with the resolvent of a Hamiltonian. `column_sum`, `totalT_eq_tMatrix` and `isPathOperator_iff_closedPath` are step 5, with `closedPath` the closed expression and `hS` the column sum in each direction.

`pathOperator_witness` takes $2\times2$ rational matrices on sites $0$ and $1$:
$$V_0 = \begin{pmatrix}0&1\\0&0\end{pmatrix},\quad V_1 = \begin{pmatrix}0&0\\1&0\end{pmatrix},\quad G = \begin{pmatrix}2&0\\0&1\end{pmatrix}.$$
It proves invertibility through determinants, which are $1$ for $1 - V_nG$ and $-1$ for $1 - VG$, it proves $V_0V_1 \ne V_1V_0$ from the $(0,0)$ entries $1$ and $0$, and it concludes that `closedPath` solves the path equation. Neither $V_0$ nor $V_1$ is Hermitian, so the example is an algebraic check that the hypotheses can hold together, not a model of two atoms.

The scalar examples and the description of practice below are added on paper and are not theorems of the file.

Dropping a hypothesis. Take $R = \mathbb Q$ and $G = 1$. With one site and $V_0 = 1$, the element $1 - V_0G$ is $0$ and `h` fails; `Ring.inverse` returns $0$ on a non-invertible element, so `tMatrix` is $0$, $\tau_{00} = 0$ solves the path equation, and $T = V + VGT$ would read $0 = 1$. With two sites and $V_0 = V_1 = \tfrac12$, `h` holds and $t_0 = t_1 = 1$, but $1 - VG = 0$, so `hV` fails. The path equation demands $\tau_{00} = 1 + \tau_{10}$ and $\tau_{10} = \tau_{00}$, which has no solution. The main theorem then has no $\tau$ to speak of, and the existence part of step 5 is lost.

A slip in the equation. Writing $t_n$ together with the unrestricted sum overcounts repeated scattering on site $n$, because $t_n$ already contains it (for a single site, the term with $j$ factors of $V_n$ in the formal expansion appears $2^{j-1}$ times). For one site with $G = 1$, $V_0 = \tfrac13$, one has $t_0 = \tfrac12$. The restricted sum is empty, so $T = \tfrac12$, in agreement with $T = \tfrac13 + \tfrac13 T$. The unrestricted version $\tau_{00} = \tfrac12 + \tfrac12\tau_{00}$ gives $1$. The consistent pairings are $t_n$ with $k \neq n$, or $V_n$ with all $k$.

In a calculation. A cluster code arranges $\tau_{nm}$ as a block matrix $\tau$ over sites, the $t_n$ as a block-diagonal matrix $t$, and the propagation between different sites as a block matrix $G'$ with zero diagonal blocks. The path equation is then the linear system $(1 - tG')\tau = t$, or $\tau = (t^{-1} - G')^{-1}$ when $t$ and $t^{-1} - G'$ are invertible, solved energy by energy. In KKR the blocks are truncated angular-momentum matrices and the off-diagonal blocks are structure constants that depend on the pair of sites. That reduction uses non-overlapping potentials and partial-wave expansions, whereas the file works with one operator $G$ in every off-diagonal block.
